# Undamped Newton Converges from Any Start for Boltzmann Electrons on a Donor-Doped Mesh with Nonnegative Couplings

Q: To find the potential in an n-type layer, I solve the linearised Poisson equation on the mesh, add the whole correction to the potential, and repeat. You say that in exact arithmetic I never have to shorten the correction. For which physical problem?

A: For electrons in equilibrium with fixed ionised donors in an insulated sample. The electron density is $n_{\rm ref}e^{q\varphi/k_BT}$, with $\varphi$ the electrostatic potential, $q$ the elementary charge and $n_{\rm ref}$ the density at $\varphi=0$. Put $u=q\varphi/k_BT$. Gauss's law for mesh cell $i$ then reads $F_i(u)=0$, where

$$F_i(u)=\sum_j w_{ij}(u_i-u_j)+c_ie^{u_i}-d_i .$$

For neighbouring cells, $w_{ij}=\varepsilon A_{ij}k_BT/(q^2\ell_{ij})$, with permittivity $\varepsilon$, shared face area $A_{ij}$ and node distance $\ell_{ij}$; otherwise it is zero. The letters $c_i$ and $d_i$ are numbers per cell, not densities: $n_{\rm ref}$ and the donor density, each times the cell volume. Both are taken to be positive in every cell.

In Lean, `ι` is the finite set of nodes, a potential is a function `ι → ℝ`, and `residual` is $F$.

```lean
import Mathlib

open Filter Topology Matrix

namespace DiscretePoissonNewton

noncomputable section

variable {ι : Type*} [Fintype ι] {w : Matrix ι ι ℝ} {c d : ι → ℝ}

/-- Residual of the discrete Poisson equation with couplings `w`, Boltzmann carriers
`c i * exp (u i)` and fixed doping charge `d i`, at the dimensionless potential `u`. -/
def residual (w : Matrix ι ι ℝ) (c d u : ι → ℝ) : ι → ℝ :=
  fun i => ∑ j, w i j * (u i - u j) + c i * Real.exp (u i) - d i
```

Q: The electron term is exponential. What controls it?

A: Its monotonicity, through a minimum principle. Let $w_{ij}\ge0$, let $g_i<0$ wherever $h_i<0$, and let $\sum_j w_{ij}(h_i-h_j)+g_i\ge0$ at every node. Then $h\ge0$. If not, take the node $i$ where $h$ is lowest. There every $h_i-h_j\le0$, so the sum is at most zero, while $g_i<0$. The total is negative, a contradiction. The Lean proof picks the same node with `Finset.exists_min_image`.

```lean
/-- Discrete minimum principle: for nonnegative couplings, if a local term `g` is negative
wherever `h` is, and coupling plus local term is nonnegative at every node, then `h` is
nonnegative. -/
theorem minimum_principle (hw : ∀ i j, 0 ≤ w i j) {h g : ι → ℝ}
    (hg : ∀ i, h i < 0 → g i < 0)
    (H : ∀ i, 0 ≤ ∑ j, w i j * (h i - h j) + g i) : ∀ i, 0 ≤ h i := by
  intro k
  -- look at the node where `h` is lowest
  obtain ⟨i, -, hi⟩ := Finset.exists_min_image Finset.univ h ⟨k, Finset.mem_univ k⟩
  by_contra hk
  have hneg : h i < 0 := (hi k (Finset.mem_univ k)).trans_lt (not_le.mp hk)
  have hs : ∑ j, w i j * (h i - h j) ≤ 0 := Finset.sum_nonpos fun j _ =>
    mul_nonpos_iff.mpr (Or.inl ⟨hw i j, sub_nonpos.mpr (hi j (Finset.mem_univ j))⟩)
  linarith [H i, hg i hneg]
```

Now compare two potentials with $F(v)\le F(u)$ at every node. With $h=u-v$ and $g_i=c_i(e^{u_i}-e^{v_i})$,

$$0\le F_i(u)-F_i(v)=\sum_j w_{ij}(h_i-h_j)+g_i ,$$

so $v\le u$. Two zeros of $F$ can be compared in both directions, hence they are equal.

```lean
/-- Comparison principle: for nonnegative couplings and positive carrier prefactors, a
potential with the larger residual at every node is the larger potential at every node. -/
theorem comparison (hw : ∀ i j, 0 ≤ w i j) (hc : ∀ i, 0 < c i) {u v : ι → ℝ}
    (huv : residual w c d v ≤ residual w c d u) : v ≤ u := by
  intro k
  refine sub_nonneg.mp (minimum_principle hw (h := fun i => u i - v i)
    (g := fun i => c i * (Real.exp (u i) - Real.exp (v i)))
    (fun i hi => mul_neg_of_pos_of_neg (hc i)
      (sub_neg.mpr (Real.exp_lt_exp.mpr (sub_neg.mp hi)))) (fun i => ?_) k)
  have e : ∑ j, w i j * ((u i - v i) - (u j - v j))
      = ∑ j, w i j * (u i - u j) - ∑ j, w i j * (v i - v j) := by
    rw [← Finset.sum_sub_distrib]
    exact Finset.sum_congr rfl fun j _ => by ring
  have h := huv i
  simp only [residual] at h
  show 0 ≤ ∑ j, w i j * ((u i - v i) - (u j - v j))
    + c i * (Real.exp (u i) - Real.exp (v i))
  rw [e]
  linarith
```

The same comparison gives a floor. A constant potential $m$ has no coupling term, so $F_i(m)=c_ie^m-d_i$. This is at most zero if $m\le\log(d_i/c_i)$, the potential at which electrons and donors balance in cell $i$. If that holds at every node, any $u$ with $F(u)\ge0$ satisfies $u\ge m$.

```lean
/-- For nonnegative couplings and positive `c`, `d`, a potential with nonnegative residual is, at
every node, at least any lower bound `m` of the local neutrality potentials `log (d i / c i)`. -/
theorem neutrality_floor (hw : ∀ i j, 0 ≤ w i j) (hc : ∀ i, 0 < c i) (hd : ∀ i, 0 < d i)
    {u : ι → ℝ} (hu : 0 ≤ residual w c d u) {m : ℝ}
    (hm : ∀ i, m ≤ Real.log (d i / c i)) : ∀ i, m ≤ u i := by
  refine comparison hw hc (v := fun _ => m) (d := d) fun i => ?_
  have h1 := (Real.le_log_iff_exp_le (div_pos (hd i) (hc i))).mp (hm i)
  rw [le_div_iff₀ (hc i)] at h1
  have h2 : 0 ≤ residual w c d u i := hu i
  have h3 : residual w c d (fun _ => m) i = c i * Real.exp m - d i := by simp [residual]
  linarith
```

Q: Is the matrix in the Lean file really the derivative of $F$, or just something called a Jacobian?

A: It is defined explicitly, and then shown to be the derivative.

```lean
variable [DecidableEq ι]

/-- Jacobian matrix of the discrete Poisson residual at the potential `u`. -/
def jacobian (w : Matrix ι ι ℝ) (c u : ι → ℝ) : Matrix ι ι ℝ :=
  Matrix.diagonal (fun i => (∑ j, w i j) + c i * Real.exp (u i)) - w

/-- One undamped Newton step for the discrete Poisson equation, on the domain where the
Jacobian is invertible. -/
def newtonStep (w : Matrix ι ι ℝ) (c d u : ι → ℝ) : ι → ℝ :=
  u - (jacobian w c u)⁻¹ *ᵥ residual w c d u
```

Multiplying out the matrix $J(u)$ gives

$$(J(u)h)_i=\sum_j w_{ij}(h_i-h_j)+c_ie^{u_i}h_i .$$

Differentiating $F_i(u+th)$ at $t=0$ gives the same expression: the coupling is linear, and the exponential contributes $c_ie^{u_i}h_i$. `HasDerivAt` states this for every direction $h$.

```lean
/-- The Jacobian acts on a change of potential as the coupling operator plus a local
screening term. -/
theorem jacobian_mulVec (w : Matrix ι ι ℝ) (c u h : ι → ℝ) (i : ι) :
    (jacobian w c u *ᵥ h) i
      = ∑ j, w i j * (h i - h j) + c i * Real.exp (u i) * h i := by
  have h1 : (w *ᵥ h) i = ∑ j, w i j * h j := rfl
  rw [jacobian, Matrix.sub_mulVec, Pi.sub_apply, Matrix.mulVec_diagonal, h1]
  simp only [mul_sub, Finset.sum_sub_distrib, ← Finset.sum_mul]
  ring

/-- The Jacobian gives the derivative of the residual along every direction `h`. -/
theorem hasDerivAt_residual (w : Matrix ι ι ℝ) (c d u h : ι → ℝ) (i : ι) :
    HasDerivAt (fun t : ℝ => residual w c d (u + t • h) i)
      ((jacobian w c u *ᵥ h) i) 0 := by
  rw [jacobian_mulVec]
  simp only [residual, Pi.add_apply, Pi.smul_apply, smul_eq_mul]
  have line : ∀ j, HasDerivAt (fun t : ℝ => u j + t * h j) (h j) 0 := fun j =>
    (((hasDerivAt_id' (0 : ℝ)).mul_const (h j)).const_add (u j)).congr_deriv (one_mul _)
  have hs : HasDerivAt (fun t : ℝ => ∑ j, w i j * ((u i + t * h i) - (u j + t * h j)))
      (∑ j, w i j * (h i - h j)) 0 :=
    HasDerivAt.fun_sum fun j _ => ((line i).fun_sub (line j)).const_mul (w i j)
  refine ((hs.fun_add ((line i).exp.const_mul (c i))).sub_const (d i)).congr_deriv ?_
  rw [zero_mul, add_zero]
  ring
```

Q: Lean's inverse exists even for a singular matrix. Could `newtonStep` be meaningless?

A: Lean returns zero in that case, but it never arises here. If $J(u)h=0$, the minimum principle with $g_i=c_ie^{u_i}h_i$ gives $h\ge0$. It applies equally to $-h$, so $h=0$. A square matrix with no nonzero null vector is invertible.

```lean
/-- For nonnegative couplings and positive carrier prefactors the Jacobian is invertible at
every potential. -/
theorem isUnit_det_jacobian (hw : ∀ i j, 0 ≤ w i j) (hc : ∀ i, 0 < c i) (u : ι → ℝ) :
    IsUnit (jacobian w c u).det := by
  have pos : ∀ h : ι → ℝ, jacobian w c u *ᵥ h = 0 → ∀ i, 0 ≤ h i := fun h hh =>
    minimum_principle hw (g := fun i => c i * Real.exp (u i) * h i)
      (fun i hi => mul_neg_of_pos_of_neg (mul_pos (hc i) (Real.exp_pos _)) hi)
      (fun i => by
        have e := congrFun hh i
        rw [jacobian_mulVec] at e
        exact e.ge)
  rw [isUnit_iff_ne_zero]
  intro h0
  obtain ⟨h, hne, hh⟩ := Matrix.exists_mulVec_eq_zero_iff.mpr h0
  -- a null vector and its negative are both nonnegative
  refine hne (funext fun i => le_antisymm ?_ (pos h hh i))
  exact neg_nonneg.mp (pos (-h) (by rw [Matrix.mulVec_neg, hh, neg_zero]) i)
```

So the new potential $v=u-J(u)^{-1}F(u)$ satisfies the equation you solve in practice, $J(u)(v-u)=-F(u)$.

```lean
/-- For nonnegative couplings and positive carrier prefactors, the Newton update solves the
linearised Poisson equation. -/
theorem newton_equation (hw : ∀ i j, 0 ≤ w i j) (hc : ∀ i, 0 < c i) (d u : ι → ℝ) :
    jacobian w c u *ᵥ (newtonStep w c d u - u) = -residual w c d u := by
  rw [newtonStep, sub_sub_cancel_left, Matrix.mulVec_neg, Matrix.mulVec_mulVec,
    Matrix.mul_nonsing_inv _ (isUnit_det_jacobian hw hc u), Matrix.one_mulVec]
```

Q: The first step can still overshoot badly.

A: It can, but only to the side where $F\ge0$. Subtracting the linearised equation from $F_i(v)$ removes the coupling and the donors:

$$F_i(v)=c_i\left[e^{v_i}-e^{u_i}-e^{u_i}(v_i-u_i)\right]\ge0 .$$

The bracket is the height of the exponential above its tangent. Lean gets its sign from $e^x\ge1+x$ with $x=v_i-u_i$, multiplied by $e^{u_i}$.

```lean
/-- For nonnegative couplings and positive carrier prefactors, the residual is nonnegative at
every node after one Newton step from any potential. -/
theorem residual_newtonStep_nonneg (hw : ∀ i j, 0 ≤ w i j) (hc : ∀ i, 0 < c i)
    (d u : ι → ℝ) : 0 ≤ residual w c d (newtonStep w c d u) := by
  intro i
  have e := congrFun (newton_equation hw hc d u) i
  rw [jacobian_mulVec] at e
  generalize newtonStep w c d u = v at e ⊢
  simp only [residual, Pi.sub_apply, Pi.neg_apply, Pi.zero_apply] at e ⊢
  have es : ∑ j, w i j * ((v i - u i) - (v j - u j))
      = ∑ j, w i j * (v i - v j) - ∑ j, w i j * (u i - u j) := by
    rw [← Finset.sum_sub_distrib]
    exact Finset.sum_congr rfl fun j _ => by ring
  rw [es] at e
  -- the exponential lies above its tangent
  have hx : Real.exp (u i) * (v i - u i + 1) ≤ Real.exp (v i) := by
    have h := mul_le_mul_of_nonneg_left (Real.add_one_le_exp (v i - u i))
      (Real.exp_pos (u i)).le
    rwa [← Real.exp_add, show u i + (v i - u i) = v i by ring] at h
  have hcx := mul_le_mul_of_nonneg_left hx (hc i).le
  linarith
```

Q: And from there?

A: Let $u^{(k)}$ be the iterates. For $k\ge1$ we have $F(u^{(k)})\ge0$, so

$$J(u^{(k)})(u^{(k)}-u^{(k+1)})=F(u^{(k)})\ge0 ,$$

and the minimum principle gives $u^{(k+1)}\le u^{(k)}$. The floor $m=\min_i\log(d_i/c_i)$ bounds the iterates from below, so each component converges. Call the limit $s$. In

$$J(u^{(k)})(u^{(k+1)}-u^{(k)})+F(u^{(k)})=0$$

everything is continuous and the difference tends to zero, so $F(s)=0$. This also proves that a solution exists. By uniqueness every start leads to the same $s$, and comparison gives $u^{(k)}\ge s$ for $k\ge1$.

In the theorem, `(newtonStep w c d)^[k]` is the $k$-fold step, `≤` holds node by node, and `Tendsto` is convergence to `s`. The local facts `pos`, `step`, `dec`, `conv` and `uniq` are, in order, the sign of $F$, the descent, its iteration, the limit and uniqueness.

```lean
/-- For nonnegative couplings and positive `c`, `d`, the discrete Poisson equation has exactly one
solution `s`. From any start the Newton iterates never increase at any node after the first step,
are at least `s` at every node from then on, and converge to `s`. -/
theorem newton_converges (hw : ∀ i j, 0 ≤ w i j) (hc : ∀ i, 0 < c i) (hd : ∀ i, 0 < d i) :
    ∃ s : ι → ℝ, (∀ v, residual w c d v = 0 ↔ v = s) ∧ ∀ u₀ : ι → ℝ,
      (∀ k, (newtonStep w c d)^[k + 2] u₀ ≤ (newtonStep w c d)^[k + 1] u₀) ∧
      (∀ k, s ≤ (newtonStep w c d)^[k + 1] u₀) ∧
      Tendsto (fun k => (newtonStep w c d)^[k] u₀) atTop (𝓝 s) := by
  have pos : ∀ u₀ k, 0 ≤ residual w c d ((newtonStep w c d)^[k + 1] u₀) := fun u₀ k => by
    rw [Function.iterate_succ_apply']
    exact residual_newtonStep_nonneg hw hc d _
  -- a Newton step from a nonnegative residual goes down
  have step : ∀ u, 0 ≤ residual w c d u → newtonStep w c d u ≤ u := by
    intro u hu k
    refine sub_nonneg.mp (minimum_principle hw (h := fun i => u i - newtonStep w c d u i)
      (g := fun i => c i * Real.exp (u i) * (u i - newtonStep w c d u i))
      (fun i hi => mul_neg_of_pos_of_neg (mul_pos (hc i) (Real.exp_pos _)) hi)
      (fun i => ?_) k)
    have e : jacobian w c u *ᵥ (u - newtonStep w c d u) = residual w c d u := by
      rw [← neg_sub (newtonStep w c d u) u, Matrix.mulVec_neg, newton_equation hw hc,
        neg_neg]
    have e' := congrFun e i
    rw [jacobian_mulVec] at e'
    exact (hu i).trans_eq e'.symm
  have dec : ∀ u₀ k, (newtonStep w c d)^[k + 2] u₀ ≤ (newtonStep w c d)^[k + 1] u₀ := by
    intro u₀ k
    have e : (newtonStep w c d)^[k + 2] u₀
        = newtonStep w c d ((newtonStep w c d)^[k + 1] u₀) :=
      Function.iterate_succ_apply' _ (k + 1) u₀
    rw [e]
    exact step _ (pos u₀ k)
  have conv : ∀ u₀, ∃ s, residual w c d s = 0 ∧
      Tendsto (fun k => (newtonStep w c d)^[k] u₀) atTop (𝓝 s) := by
    intro u₀
    obtain ⟨m, hm⟩ := (Set.finite_range fun i => Real.log (d i / c i)).bddBelow
    have lim : ∀ i, ∃ l, Tendsto (fun k => (newtonStep w c d)^[k + 1] u₀ i) atTop (𝓝 l) :=
      fun i => ⟨_, tendsto_atTop_ciInf (antitone_nat_of_succ_le fun k => dec u₀ k i)
        ⟨m, by
          rintro _ ⟨k, rfl⟩
          exact neutrality_floor hw hc hd (pos u₀ k) (fun j => hm ⟨j, rfl⟩) i⟩⟩
    choose s hs using lim
    have h1 : Tendsto (fun k => (newtonStep w c d)^[k + 1] u₀) atTop (𝓝 s) :=
      tendsto_pi_nhds.mpr hs
    have h2 : Tendsto (fun k => (newtonStep w c d)^[k + 2] u₀) atTop (𝓝 s) :=
      h1.comp (tendsto_add_atTop_nat 1)
    refine ⟨s, funext fun i => ?_, (tendsto_add_atTop_iff_nat 1).mp h1⟩
    -- pass to the limit in the Newton equation
    have hG : Continuous (fun p : (ι → ℝ) × (ι → ℝ) =>
        (jacobian w c p.1 *ᵥ (p.2 - p.1)) i + residual w c d p.1 i) := by
      simp only [jacobian_mulVec, residual, Pi.sub_apply]
      fun_prop
    have h3 := (hG.tendsto (s, s)).comp (h1.prodMk_nhds h2)
    have h4 : Tendsto (fun _ : ℕ => (0 : ℝ)) atTop
        (𝓝 ((jacobian w c s *ᵥ (s - s)) i + residual w c d s i)) := by
      refine h3.congr fun k => ?_
      have e := congrFun (newton_equation hw hc d ((newtonStep w c d)^[k + 1] u₀)) i
      rw [← Function.iterate_succ_apply' (newtonStep w c d), Pi.neg_apply] at e
      exact eq_neg_iff_add_eq_zero.mp e
    rw [sub_self, Matrix.mulVec_zero, Pi.zero_apply, zero_add] at h4
    exact tendsto_nhds_unique h4 tendsto_const_nhds
  obtain ⟨s, hs, -⟩ := conv 0
  have uniq : ∀ v, residual w c d v = 0 → v = s := fun v hv =>
    le_antisymm (comparison hw hc (hv.trans hs.symm).le)
      (comparison hw hc (hv.trans hs.symm).ge)
  refine ⟨s, fun v => ⟨uniq v, fun h => by rw [h]; exact hs⟩, fun u₀ =>
    ⟨dec u₀, fun k => comparison hw hc (hs.trans_le (pos u₀ k)), ?_⟩⟩
  obtain ⟨t, ht, hlim⟩ := conv u₀
  rwa [uniq t ht] at hlim

end

end DiscretePoissonNewton
```

```lean
#print axioms DiscretePoissonNewton.hasDerivAt_residual
-- 'DiscretePoissonNewton.hasDerivAt_residual' depends on axioms: [propext, Classical.choice, Quot.sound]
#print axioms DiscretePoissonNewton.newton_converges
-- 'DiscretePoissonNewton.newton_converges' depends on axioms: [propext, Classical.choice, Quot.sound]
```

Q: Which devices does this leave out?

A: Those where holes matter, since $F$ has no hole term, and those with undoped or net acceptor cells, since the theorem requires $d_i>0$ everywhere. Degenerate electrons are excluded too, because the density is a Boltzmann exponential. The couplings must be nonnegative but need not be symmetric, although those between the cells of an insulated sample are. This freedom admits a contact node $b$ held at a dimensionless potential $V$: set $w_{bj}=0$ for all $j$, $c_b=1$ and $d_b=e^V$, so that $F_b(u)=0$ reads $u_b=V$, while the neighbours keep their couplings to $b$. The theorem says nothing about the discretisation error between $s$ and the continuum potential. Within these limits, the result bears on device simulation, where such a potential sets the local band edge.

Q: What would I see in a run?

A: Take one cell with $c=d=1$, where the solution is $u=0$ and the step is $u\mapsto u-1+e^{-u}$. From $u=-2$ the iterates are about 4.39, 3.40, 2.43, 1.52, 0.74, 0.22 and 0.02: one jump upward, then a descent of nearly one thermal voltage $k_BT/q$ per step until the solution is close.

From $u=-10$ the first iterate is about 22015, and its exponential overflows in double precision. The theorem concerns real numbers, and it promises convergence, not a small number of steps.
